# No spontaneous moment in the finite-level Stoner mean-field equation when $I\le 4k_BT$

Iterating the Stoner mean-field equation from zero moment gives zero again, even if a magnetic solution exists. Checking stability against a small moment does not settle the matter, because a solution may sit at a larger one. For electrons in finitely many levels, each split rigidly by a mean exchange field, the bound below excludes every nonzero moment at once if $\beta I\le 4$, where $\beta=1/(k_BT)$ and $I$ is the exchange splitting when every level holds one spin-up and no spin-down electron.

## Levels, occupations and the moment

```lean
import Mathlib

open Set Filter Topology

namespace ThermalStoner

noncomputable section

variable {ι : Type*} [Fintype ι]
```

The type `ι` labels the levels. `Fintype` makes their number $N$ finite; Lean writes it `Fintype.card ι`.

```lean
/-- The Fermi function at inverse temperature `β`, with energies measured from the
chemical potential. -/
def fermi (β x : ℝ) : ℝ := 1 / (Real.exp (β * x) + 1)
```

This is the Fermi function $f(x)=1/(e^{\beta x}+1)$, with the chemical potential at zero energy.

```lean
/-- Spin polarisation of a level `e` whose spin-up and spin-down copies are shifted
to `e - d` and `e + d`. -/
def levelPolarization (β e d : ℝ) : ℝ := fermi β (e - d) - fermi β (e + d)
```

A level $e$ has a spin-up copy at $e-d$ and a spin-down copy at $e+d$. Its polarisation is $p(e,d)=f(e-d)-f(e+d)$. Note that $d$ is half the splitting.

```lean
/-- Thermally smeared density of states at the chemical potential, summed over the levels:
each level contributes `β f (1 - f)`. -/
def thermalDensity (β : ℝ) (e : ι → ℝ) : ℝ :=
  ∑ k, β * fermi β (e k) * (1 - fermi β (e k))
```

This is $D=\sum_k\beta f(e_k)(1-f(e_k))$, the density of states per spin, smeared over the thermal width and summed over levels, not divided by $N$.

```lean
/-- The Stoner mean-field equation: the total moment `N m` equals the sum of the level
polarisations in the exchange splitting `I m`. -/
def IsSelfConsistent (β I : ℝ) (e : ι → ℝ) (m : ℝ) : Prop :=
  (Fintype.card ι : ℝ) * m = ∑ k, levelPolarization β (e k) (I * m / 2)
```

`IsSelfConsistent` is a statement about given numbers: $Nm=\sum_k p(e_k,Im/2)$, with $m$ the moment per level. The single number $I$ stands for the whole exchange interaction. That it acts as one rigid shift, equal for all levels, is an assumption of the model and is not derived here.

## The response of one level

```lean
/-- The slope of the Fermi function is `-β f (1 - f)`. -/
theorem hasDerivAt_fermi (β x : ℝ) :
    HasDerivAt (fermi β) (-(β * fermi β x * (1 - fermi β x))) x := by
  have h1 : HasDerivAt (fun y => Real.exp (β * y) + 1) (Real.exp (β * x) * β) x :=
    ((((hasDerivAt_id' x).const_mul β).exp).add_const 1).congr_deriv (by simp)
  have hne : Real.exp (β * x) + 1 ≠ 0 := by positivity
  refine ((hasDerivAt_const x (1 : ℝ)).fun_div h1 hne).congr_deriv ?_
  unfold fermi
  field_simp
  ring
```

In a Lean theorem, the statement stands before `:=` and the proof after it. Here the statement is $f'=-\beta f(1-f)$. By hand, with $u=e^{\beta x}$, $f'=-\beta u/(u+1)^2$, while $f=1/(u+1)$ and $1-f=u/(u+1)$. The tactics `field_simp` and `ring` do this last comparison.

```lean
/-- The polarisation of a split level, written with `exp (β e)` and `exp (β d)`. -/
theorem levelPolarization_eq (β e d : ℝ) :
    levelPolarization β e d =
      Real.exp (β * e) * (Real.exp (β * d) ^ 2 - 1) /
        ((Real.exp (β * e) + Real.exp (β * d)) *
          (Real.exp (β * e) * Real.exp (β * d) + 1)) := by
  have ha := Real.exp_pos (β * e)
  have hs := Real.exp_pos (β * d)
  unfold levelPolarization fermi
  rw [mul_sub, mul_add, Real.exp_sub, Real.exp_add]
  generalize Real.exp (β * e) = a at *
  generalize Real.exp (β * d) = s at *
  have h1 : 1 / (a / s + 1) = s / (a + s) := by
    rw [div_eq_div_iff (by positivity) (by positivity)]
    field_simp
  rw [h1, div_sub_div _ _ (by positivity) (by positivity)]
  congr 1
  ring
```

Put $a=\exp(\beta e)$ and $s=\exp(\beta d)$, where $e$ is the level energy. Then
$$p=\frac{s}{a+s}-\frac1{as+1}=\frac{a(s^2-1)}{(a+s)(as+1)}.$$
The `generalize` lines introduce exactly these letters.

```lean
/-- For `β d ≥ 0`, no level polarises more than one at the chemical potential. -/
theorem levelPolarization_le_resonant {β d : ℝ} (e : ℝ) (h : 0 ≤ β * d) :
    levelPolarization β e d ≤ levelPolarization β 0 d := by
  have ha := Real.exp_pos (β * e)
  have hs : 1 ≤ Real.exp (β * d) := Real.one_le_exp h
  rw [levelPolarization_eq, levelPolarization_eq]
  simp only [mul_zero, Real.exp_zero]
  generalize Real.exp (β * e) = a at *
  generalize Real.exp (β * d) = s at *
  have hs0 : 0 < s := by linarith
  have h2 : 0 ≤ s ^ 2 - 1 := by nlinarith
  rw [div_le_div_iff₀ (by positivity) (by positivity)]
  -- the difference of the two sides is (s² - 1) s (a - 1)²
  nlinarith [mul_nonneg (mul_nonneg h2 hs0.le) (sq_nonneg (a - 1))]
```

A level at the chemical potential has $a=1$. For $s\ge1$, cross-multiplying $p(e,d)\le p(0,d)$ leaves the difference $(s^2-1)\,s\,(a-1)^2\ge0$, which is the hint given to `nlinarith`, a tactic for nonlinear inequalities.

```lean
/-- For `x > 0`, `2 (exp x - 1) < x (exp x + 1)`; equivalently `tanh (x/2) < x/2`. -/
theorem two_mul_exp_sub_one_lt {x : ℝ} (hx : 0 < x) :
    2 * (Real.exp x - 1) < x * (Real.exp x + 1) := by
  have hd : ∀ y : ℝ, HasDerivAt (fun y => y * (Real.exp y + 1) - 2 * (Real.exp y - 1))
      (1 * (Real.exp y + 1) + y * Real.exp y - 2 * Real.exp y) y := fun y =>
    ((hasDerivAt_id' y).fun_mul ((Real.hasDerivAt_exp y).add_const 1)).fun_sub
      (((Real.hasDerivAt_exp y).sub_const 1).const_mul 2)
  have hmono : StrictMonoOn (fun y => y * (Real.exp y + 1) - 2 * (Real.exp y - 1))
      (Ici (0 : ℝ)) := by
    refine strictMonoOn_of_deriv_pos (convex_Ici 0)
      (fun y _ => (hd y).continuousAt.continuousWithinAt) fun y hy => ?_
    rw [interior_Ici] at hy
    have hy0 : 0 < y := hy
    rw [(hd y).deriv]
    -- the slope is positive because 1 - y < exp (-y)
    have h1 := mul_lt_mul_of_pos_right
      (Real.add_one_lt_exp (neg_ne_zero.2 hy0.ne')) (Real.exp_pos y)
    rw [← Real.exp_add, neg_add_cancel, Real.exp_zero] at h1
    nlinarith
  have h0 := hmono (mem_Ici.2 le_rfl) (mem_Ici.2 hx.le) hx
  simp only [Real.exp_zero] at h0
  linarith
```

Let $h(y)=y(e^y+1)-2(e^y-1)$. Then $h(0)=0$ and $h'(y)=1-(1-y)e^y$, which is positive for $y>0$ because $1-y<e^{-y}$. So $h(x)>0$ for $x>0$.

```lean
/-- If `β I ≤ 4`, the exchange field of a moment `m > 0` polarises every level by
less than `m`. -/
theorem levelPolarization_lt {β I m : ℝ} (e : ℝ) (h : β * I ≤ 4) (hm : 0 < m) :
    levelPolarization β e (I * m / 2) < m := by
  rcases le_or_gt (β * (I * m / 2)) 0 with hx | hx
  · -- here the polarisation is zero or opposite to the moment
    have hs : Real.exp (β * (I * m / 2)) ≤ 1 := Real.exp_le_one_iff.2 hx
    have hs0 := Real.exp_pos (β * (I * m / 2))
    refine lt_of_le_of_lt ?_ hm
    rw [levelPolarization_eq]
    refine div_nonpos_of_nonpos_of_nonneg ?_ (by positivity)
    exact mul_nonpos_of_nonneg_of_nonpos (Real.exp_pos _).le (by nlinarith)
  · have h1 := levelPolarization_le_resonant e hx.le
    have h2 : levelPolarization β 0 (I * m / 2) < β * (I * m / 2) / 2 := by
      have key := two_mul_exp_sub_one_lt hx
      have hs := Real.exp_pos (β * (I * m / 2))
      rw [levelPolarization_eq]
      simp only [mul_zero, Real.exp_zero]
      rw [div_lt_iff₀ (by positivity)]
      nlinarith [mul_pos (sub_pos.2 key) (add_pos hs one_pos)]
    nlinarith [mul_le_mul_of_nonneg_right h hm.le]
```

Set $x=\beta Im/2$ and $s=e^x$. If $x\le0$, then $s\le1$ and $p\le0<m$. If $x>0$, the two previous results give
$$p(e,Im/2)\le\frac{s-1}{s+1}<\frac x2=\frac{\beta I}{4}m\le m.$$

## No moment up to $\beta I=4$

```lean
/-- Thermal Stoner bound: if `β I ≤ 4`, then for any nonempty finite set of levels the
mean-field equation is solved by `m = 0` and by no other moment. -/
theorem thermal_stoner_bound [Nonempty ι] {β I : ℝ} (h : β * I ≤ 4) (e : ι → ℝ) (m : ℝ) :
    IsSelfConsistent β I e m ↔ m = 0 := by
  have key : ∀ m : ℝ, 0 < m →
      ∑ k, levelPolarization β (e k) (I * m / 2) < (Fintype.card ι : ℝ) * m := by
    intro m hm
    calc ∑ k, levelPolarization β (e k) (I * m / 2) < ∑ _k : ι, m :=
          Finset.sum_lt_sum_of_nonempty Finset.univ_nonempty
            fun k _ => levelPolarization_lt (e k) h hm
      _ = (Fintype.card ι : ℝ) * m := by simp
  constructor
  · intro hsc
    unfold IsSelfConsistent at hsc
    rcases lt_trichotomy m 0 with hm | hm | hm
    · -- reversing the moment reverses every polarisation
      have hodd : ∑ k, levelPolarization β (e k) (I * (-m) / 2) =
          -∑ k, levelPolarization β (e k) (I * m / 2) := by
        rw [← Finset.sum_neg_distrib]
        refine Finset.sum_congr rfl fun k _ => ?_
        have hd : I * (-m) / 2 = -(I * m / 2) := by ring
        rw [hd]
        unfold levelPolarization
        rw [sub_neg_eq_add, ← sub_eq_add_neg]
        ring
      have h1 := key (-m) (by linarith)
      rw [hodd] at h1
      linarith
    · exact hm
    · linarith [key m hm]
  · rintro rfl
    simp [IsSelfConsistent, levelPolarization]
```

Summing over levels gives $\sum_k p(e_k,Im/2)<Nm$ for every $m>0$; this is `key`. Since $p$ is odd in $d$, a solution $m<0$ would give a solution $-m>0$, which is excluded. At $m=0$ both sides vanish. `Nonempty ι` says $N\ge1$; with no levels, every $m$ would solve $0=0$. No signs of $\beta$ and $I$ are assumed.

The equation can be iterated: shift the levels by $\mp Im/2$, fill them at the fixed chemical potential and read off a new moment per level. For $m>0$ and $0<\beta I\le4$, `key` says that the new moment is smaller than the old. This remains true if the chemical potential is readjusted in each cycle to conserve the electron number, because the bound holds for all level energies. For $I=1$ eV the condition reads $k_BT\ge0.25$ eV. Here $I$ multiplies the moment per level; a parameter that multiplies the moment per atom must first be multiplied by the number of levels per atom. A density-functional calculation recomputes the spin-dependent potential in each cycle instead of shifting the levels rigidly, so the theorem does not apply to it directly.

## When a moment appears

```lean
/-- Thermal Stoner criterion: if `I` times the thermally smeared density of states exceeds
the number of levels, there is a self-consistent moment with `0 < m < 1`. -/
theorem stoner_instability {β I : ℝ} (e : ι → ℝ)
    (h : (Fintype.card ι : ℝ) < I * thermalDensity β e) :
    ∃ m, 0 < m ∧ m < 1 ∧ IsSelfConsistent β I e m := by
  have hne : Nonempty ι := by
    by_contra hn
    have := not_nonempty_iff.1 hn
    simp [thermalDensity] at h
  have hf : Continuous (fermi β) :=
    continuous_iff_continuousAt.2 fun x => (hasDerivAt_fermi β x).continuousAt
  have hp : ∀ k, Continuous fun m : ℝ => levelPolarization β (e k) (I * m / 2) := fun k =>
    (hf.comp (show Continuous fun m : ℝ => e k - I * m / 2 by fun_prop)).sub
      (hf.comp (show Continuous fun m : ℝ => e k + I * m / 2 by fun_prop))
  -- linear response of one level to a small moment
  have hk : ∀ k, HasDerivAt (fun m : ℝ => levelPolarization β (e k) (I * m / 2))
      (I * (β * fermi β (e k) * (1 - fermi β (e k)))) 0 := by
    intro k
    have h0 : HasDerivAt (fun m : ℝ => I * m / 2) (I / 2) 0 :=
      (((hasDerivAt_id' (0 : ℝ)).const_mul I).div_const 2).congr_deriv (by ring)
    have h1 := (hasDerivAt_fermi β _).comp (0 : ℝ) (h0.const_sub (e k))
    have h2 := (hasDerivAt_fermi β _).comp (0 : ℝ) (h0.const_add (e k))
    refine (h1.fun_sub h2).congr_deriv ?_
    simp only [mul_zero, zero_div, sub_zero, add_zero]
    ring
  let g : ℝ → ℝ := fun m =>
    ∑ k, levelPolarization β (e k) (I * m / 2) - (Fintype.card ι : ℝ) * m
  have hgc : Continuous g :=
    (continuous_finsetSum _ fun k _ => hp k).sub (continuous_const.mul continuous_id)
  have hg : HasDerivAt g (I * thermalDensity β e - (Fintype.card ι : ℝ)) 0 := by
    refine ((HasDerivAt.fun_sum fun k _ => hk k).fun_sub
      ((hasDerivAt_id' (0 : ℝ)).const_mul (Fintype.card ι : ℝ))).congr_deriv ?_
    rw [thermalDensity, Finset.mul_sum, mul_one]
  have hg0 : g 0 = 0 := by simp [g, levelPolarization]
  -- a small moment is amplified
  have hev := ((hasDerivAt_iff_tendsto_slope.1 hg).eventually
    (lt_mem_nhds (sub_pos.2 h))).filter_mono
      (nhdsWithin_mono (0 : ℝ) (fun x (hx : x ∈ Ioi (0 : ℝ)) => ne_of_gt hx))
  obtain ⟨t, hts, ht⟩ := (hev.and (Ioo_mem_nhdsGT (zero_lt_one' ℝ))).exists
  have hgt : 0 < g t := by
    rw [slope_def_field, hg0, sub_zero, sub_zero] at hts
    have h3 := mul_pos hts ht.1
    rwa [div_mul_cancel₀ _ ht.1.ne'] at h3
  -- full polarisation cannot be sustained
  have hg1 : g 1 < 0 := by
    have hlt : ∑ k, levelPolarization β (e k) (I * 1 / 2) < ∑ _k : ι, (1 : ℝ) := by
      refine Finset.sum_lt_sum_of_nonempty Finset.univ_nonempty fun k _ => ?_
      have h1 : fermi β (e k - I * 1 / 2) < 1 := by
        unfold fermi
        rw [div_lt_one (by positivity)]
        linarith [Real.exp_pos (β * (e k - I * 1 / 2))]
      have h2 : 0 < fermi β (e k + I * 1 / 2) := by
        unfold fermi
        positivity
      unfold levelPolarization
      linarith
    have hc : ∑ _k : ι, (1 : ℝ) = (Fintype.card ι : ℝ) := by simp
    change ∑ k, levelPolarization β (e k) (I * 1 / 2) - (Fintype.card ι : ℝ) * 1 < 0
    linarith
  obtain ⟨m, hm, hgm⟩ :=
    intermediate_value_Icc' ht.2.le hgc.continuousOn ⟨hg1.le, hgt.le⟩
  refine ⟨m, lt_of_lt_of_le ht.1 hm.1, lt_of_le_of_ne hm.2 ?_, ?_⟩
  · rintro rfl
    linarith
  · exact (sub_eq_zero.1 hgm).symm
```

The textbook Stoner criterion uses the unsmeared density of states at the Fermi level; this one uses the smeared $D$ and reads $ID>N$. Let $g(m)=\sum_k p(e_k,Im/2)-Nm$. Then $g(0)=0$ and
$$g'(0)=-I\sum_k f'(e_k)-N=ID-N>0,$$
so $g(t)>0$ for some $0<t<1$. Since $0<f<1$, each $p<1$ and $g(1)<0$. The intermediate value theorem gives a zero between $t$ and $1$. The chemical potential stays fixed throughout.

```lean
/-- If `β I > 4` and all levels of a nonempty finite set lie at the chemical potential,
there is a self-consistent moment with `0 < m < 1`. -/
theorem degenerate_instability [Nonempty ι] {β I : ℝ} (h : 4 < β * I) :
    ∃ m, 0 < m ∧ m < 1 ∧ IsSelfConsistent β I (fun _ : ι => 0) m := by
  apply stoner_instability
  have hf : fermi β 0 = 1 / 2 := by norm_num [fermi]
  have hD : thermalDensity β (fun _ : ι => 0) = (Fintype.card ι : ℝ) * (β / 4) := by
    simp only [thermalDensity, hf, Finset.sum_const, Finset.card_univ, nsmul_eq_mul]
    ring
  have hN : (0 : ℝ) < Fintype.card ι := by exact_mod_cast Fintype.card_pos
  rw [hD]
  nlinarith [mul_lt_mul_of_pos_left h hN]
```

With all levels at zero, $f(0)=\tfrac12$ and $D=N\beta/4$, so $ID>N$ becomes $\beta I>4$. The equation is then $m=\tanh(\beta Im/4)$ for any $N\ge1$, already for a single level.

```lean
/-- For a fixed nonzero number of levels, a nonzero self-consistent moment is excluded for
every choice of level energies exactly when `β I ≤ 4`. -/
theorem no_moment_for_any_spectrum_iff [Nonempty ι] (β I : ℝ) :
    (∀ (e : ι → ℝ) (m : ℝ), IsSelfConsistent β I e m → m = 0) ↔ β * I ≤ 4 := by
  constructor
  · intro hall
    by_contra hn
    obtain ⟨m, hm, -, hsc⟩ := degenerate_instability (ι := ι) (not_le.1 hn)
    exact hm.ne' (hall _ m hsc)
  · exact fun h e m => (thermal_stoner_bound h e m).1

end

end ThermalStoner
```

For fixed $N\ge1$, nonzero moments are excluded for all spectra exactly when $\beta I\le4$. One direction is the bound; the other uses the degenerate levels as counter-example. Above 4, a particular spectrum may still have no moment.

```lean
#print axioms ThermalStoner.thermal_stoner_bound
#print axioms ThermalStoner.no_moment_for_any_spectrum_iff
```

```
'ThermalStoner.thermal_stoner_bound' depends on axioms: [propext, Classical.choice, Quot.sound]
'ThermalStoner.no_moment_for_any_spectrum_iff' depends on axioms: [propext, Classical.choice, Quot.sound]
```
